# The folded annihilation weight of occupied orbitals on a finite grid is independent of their choice only for a complete set or a uniform positron density

A positron in a crystal annihilates with an electron, and the angular correlation of the two photons records the components of the pair's momentum transverse to their line of flight. In the full momentum distribution, with the positron at zero wave vector, an electron in a Bloch state of wave vector $q$ contributes at $q+G$ for every reciprocal-lattice vector $G$. Zone folding adds these contributions back together at $q$. If every occupied band then gave the same amount, the folded distribution would count occupied bands, and its steps would mark the Fermi surface. But the positron is repelled by the nuclei and samples the cell unevenly. When does the folded weight still not depend on which orbitals are occupied?

The answer below is for independent particles on a finite grid. For $n$ orthonormal orbitals on $M$ grid points, with $1\le n\le M$, the weight is independent of their choice exactly when $n=M$ or the positron density is uniform.

## The cell, the amplitude and the folded weight

```lean
import Mathlib

open scoped ComplexConjugate

namespace PositronZoneFolding

noncomputable section

variable {M : ℕ} [NeZero M]
```

The cell is a ring of $M$ grid points, labelled by `ZMod M`, the integers modulo $M$. The condition `NeZero M` says $M\ge 1$.

```lean
/-- Annihilation amplitude at momentum `k`: the unitary discrete Fourier transform of the
product of the positron amplitude `f` and the electron orbital `u`. -/
def annihilationAmplitude (f u : ZMod M → ℂ) (k : ZMod M) : ℂ :=
  ((Real.sqrt M : ℝ) : ℂ)⁻¹ * ∑ x, ZMod.stdAddChar (-(k * x)) * (f x * u x)
```

Here $f$ is the positron wave function at zero wave vector, and $u$ is the cell-periodic part of an electron wave function at one fixed $q$. The definition reads

$$A(k)=\frac{1}{\sqrt M}\sum_x e^{-2\pi i kx/M} f(x)u(x),$$

since `ZMod.stdAddChar a` is $e^{2\pi i a/M}$. The letter $k$ labels what textbooks call $G$; the Bloch vector $q$ does not appear.

```lean
/-- Folded weight of one orbital: the squared modulus of the annihilation amplitude, summed over all
momenta. -/
def foldedWeight (f u : ZMod M → ℂ) : ℝ :=
  ∑ k, ‖annihilationAmplitude f u k‖ ^ 2
```

This is the folding: $W(u)=\sum_k |A(k)|^2$.

```lean
/-- Folded weight of a set of `n` occupied orbitals. -/
def bandWeight {n : ℕ} (f : ZMod M → ℂ) (u : Fin n → ZMod M → ℂ) : ℝ :=
  ∑ i, foldedWeight f (u i)
```

The orbitals $u_i$ are labelled by `Fin n`, the numbers $0,\dots,n-1$. Their weights add, with each orbital counted once and spin left out.

```lean
/-- The orbitals `u i` are normalised and mutually orthogonal. -/
def OrthonormalOrbitals {n : ℕ} (u : Fin n → ZMod M → ℂ) : Prop :=
  ∀ i j, ∑ x, conj (u i x) * u j x = if i = j then 1 else 0
```

This is the usual condition $\sum_x \overline{u_i(x)}\,u_j(x)=\delta_{ij}$ on different bands at one Bloch vector. Nothing requires the orbitals to solve a particular Hamiltonian.

```lean
/-- The orbital localised on the single site `s`. -/
def siteOrbital (s : ZMod M) : ZMod M → ℂ := fun x => if x = s then 1 else 0
```

The site orbital is $\delta_{xs}$, the most localised state the grid allows. It serves to probe $f$ one point at a time.

## Folding turns the weight into a density overlap

```lean
/-- The squared modulus of a complex amplitude is the amplitude times its conjugate. -/
lemma norm_sq_coe (z : ℂ) : ((‖z‖ ^ 2 : ℝ) : ℂ) = z * conj z := by
  rw [Complex.mul_conj, Complex.normSq_eq_norm_sq]
```

This is $|z|^2=z\bar z$. In Lean the left side is a real number and the right side a complex one, so the lemma is the bridge between them.

```lean
/-- Completeness of the plane waves: the plane-wave factor at site `x` times the conjugate factor at
site `y`, summed over all momenta, is `M` if `x = y` and 0 otherwise. -/
lemma planeWave_orthogonality (x y : ZMod M) :
    ∑ k : ZMod M, ZMod.stdAddChar (-(k * x)) * conj (ZMod.stdAddChar (-(k * y)))
      = if x = y then (M : ℂ) else 0 := by
  have hc := fun a : ZMod M =>
    (AddChar.map_neg_eq_conj (ZMod.stdAddChar (N := M)) a).symm
  have h := AddChar.sum_mulShift (y - x) (ZMod.isPrimitive_stdAddChar M)
  calc _ = ∑ k : ZMod M, ZMod.stdAddChar (k * (y - x)) := by
        refine Finset.sum_congr rfl fun k _ => ?_
        rw [hc, ← AddChar.map_add_eq_mul]
        congr 1
        ring
    _ = _ := by
        rw [h]
        by_cases hxy : x = y
        · subst hxy
          rw [if_pos (sub_self _), if_pos rfl, ZMod.card]
        · rw [if_neg (sub_ne_zero.mpr (Ne.symm hxy)), if_neg hxy, Nat.cast_zero]
```

In ordinary notation,

$$\sum_k e^{-2\pi i k(x-y)/M}=M\,\delta_{xy}.$$

If $x=y$, every term is 1. Otherwise set $\omega=e^{2\pi i(y-x)/M}$. Then $\omega\ne1$ and $\omega^M=1$, so the geometric sum is $(\omega^M-1)/(\omega-1)=0$. Lean merges the two exponentials into one and takes the value of the sum from `AddChar.sum_mulShift`.

```lean
/-- Parseval: the folded weight is the overlap of the positron and electron densities. -/
theorem foldedWeight_eq_overlap (f u : ZMod M → ℂ) :
    foldedWeight f u = ∑ x, ‖f x‖ ^ 2 * ‖u x‖ ^ 2 := by
  have hM : (M : ℂ) ≠ 0 := Nat.cast_ne_zero.mpr (NeZero.ne M)
  have hs : ((Real.sqrt M : ℝ) : ℂ) * ((Real.sqrt M : ℝ) : ℂ) = M := by
    rw [← Complex.ofReal_mul, Real.mul_self_sqrt (Nat.cast_nonneg M),
      Complex.ofReal_natCast]
  -- expand the squared amplitude at one momentum as a double sum over sites
  have key : ∀ k, ((‖annihilationAmplitude f u k‖ ^ 2 : ℝ) : ℂ) = (M : ℂ)⁻¹ *
      ∑ x, ∑ y, (ZMod.stdAddChar (-(k * x)) * conj (ZMod.stdAddChar (-(k * y)))) *
        ((f x * u x) * conj (f y * u y)) := by
    intro k
    rw [norm_sq_coe]
    unfold annihilationAmplitude
    rw [map_mul (starRingEnd ℂ), map_sum (starRingEnd ℂ), map_inv₀ (starRingEnd ℂ),
      Complex.conj_ofReal, mul_mul_mul_comm, ← mul_inv, hs, Finset.sum_mul_sum]
    congr 1
    refine Finset.sum_congr rfl fun x _ => Finset.sum_congr rfl fun y _ => ?_
    simp only [map_mul]
    ring
  apply Complex.ofReal_injective
  unfold foldedWeight
  rw [Complex.ofReal_sum, Complex.ofReal_sum]
  -- the momentum sum leaves only the diagonal terms
  calc _ = (M : ℂ)⁻¹ * ∑ x, ∑ y, (∑ k : ZMod M, ZMod.stdAddChar (-(k * x)) *
          conj (ZMod.stdAddChar (-(k * y)))) * ((f x * u x) * conj (f y * u y)) := by
        simp_rw [key]
        rw [← Finset.mul_sum]
        congr 1
        rw [Finset.sum_comm]
        refine Finset.sum_congr rfl fun x _ => ?_
        rw [Finset.sum_comm]
        refine Finset.sum_congr rfl fun y _ => ?_
        rw [Finset.sum_mul]
    _ = _ := by
        simp_rw [planeWave_orthogonality]
        simp only [ite_mul, zero_mul, Finset.sum_ite_eq, Finset.mem_univ, if_true]
        rw [Finset.mul_sum]
        refine Finset.sum_congr rfl fun x _ => ?_
        rw [← mul_assoc, inv_mul_cancel₀ hM, one_mul, ← norm_sq_coe, norm_mul, mul_pow]
```

The theorem states

$$W(u)=\sum_x |f(x)|^2|u(x)|^2.$$

To derive it, expand the square and do the momentum sum first:

$$W(u)=\frac1M\sum_{x,y}\Big(\sum_k e^{-2\pi i k(x-y)/M}\Big) f(x)u(x)\,\overline{f(y)u(y)}.$$

The bracket is $M\delta_{xy}$, which cancels the prefactor and leaves the diagonal terms. In the proof, `key` is the expansion at one momentum. The `calc` block then exchanges the sums and inserts the orthogonality relation.

## One orbital

```lean
/-- An orbital localised on one site has the positron density there as its folded weight. -/
lemma foldedWeight_site (f : ZMod M → ℂ) (s : ZMod M) :
    foldedWeight f (siteOrbital s) = ‖f s‖ ^ 2 := by
  rw [foldedWeight_eq_overlap, Finset.sum_eq_single s]
  · simp [siteOrbital]
  · intro x _ hx
    simp [siteOrbital, hx]
  · simp
```

Only the term $x=s$ survives in the overlap, so a site orbital has weight $|f(s)|^2$.

```lean
/-- Orbitals localised on distinct sites are orthonormal. -/
lemma siteOrbitals_orthonormal {n : ℕ} (s : Fin n → ZMod M) (hs : Function.Injective s) :
    OrthonormalOrbitals (fun i => siteOrbital (s i)) := by
  intro i j
  rw [Finset.sum_eq_single (s i)]
  · simp [siteOrbital, hs.eq_iff]
  · intro x _ hx
    simp [siteOrbital, hx]
  · simp
```

Site orbitals on different sites do not overlap, and each is normalised. The hypothesis `Function.Injective s` says that no site is used twice.

```lean
/-- If the positron density is uniform, every normalised orbital has that density as its
folded weight. -/
lemma foldedWeight_uniform {f u : ZMod M → ℂ} (hf : ∀ x y, ‖f x‖ = ‖f y‖)
    (hu : ∑ x, ‖u x‖ ^ 2 = 1) : foldedWeight f u = ‖f 0‖ ^ 2 := by
  rw [foldedWeight_eq_overlap]
  calc _ = ∑ x, ‖f 0‖ ^ 2 * ‖u x‖ ^ 2 :=
        Finset.sum_congr rfl fun x _ => by rw [hf x 0]
    _ = _ := by rw [← Finset.mul_sum, hu, mul_one]
```

If $|f|$ is constant, then $W(u)=|f(0)|^2\sum_x|u(x)|^2=|f(0)|^2$. Site 0 is only a reference point.

```lean
/-- The folded weight is the same for all normalised orbitals exactly when the modulus of
the positron amplitude is constant. -/
theorem single_orbital_iff (f : ZMod M → ℂ) :
    (∀ u v : ZMod M → ℂ, ∑ x, ‖u x‖ ^ 2 = 1 → ∑ x, ‖v x‖ ^ 2 = 1 →
      foldedWeight f u = foldedWeight f v) ↔ ∀ x y, ‖f x‖ = ‖f y‖ := by
  constructor
  · intro h x y
    have hunit : ∀ s : ZMod M, ∑ z, ‖siteOrbital s z‖ ^ 2 = 1 := by
      intro s
      rw [Finset.sum_eq_single s]
      · simp [siteOrbital]
      · intro z _ hz
        simp [siteOrbital, hz]
      · simp
    have H := h _ _ (hunit x) (hunit y)
    rw [foldedWeight_site, foldedWeight_site] at H
    exact (sq_eq_sq₀ (norm_nonneg _) (norm_nonneg _)).mp H
  · intro hf u v hu hv
    rw [foldedWeight_uniform hf hu, foldedWeight_uniform hf hv]
```

All normalised orbitals have equal weight exactly when $|f|$ is constant. For the forward direction, compare the orbitals on sites $x$ and $y$: equal weights mean $|f(x)|^2=|f(y)|^2$, and moduli are non-negative, so $|f(x)|=|f(y)|$. The reverse direction applies the preceding lemma to both orbitals. The phase of $f$ is unrestricted.

## A complete set

```lean
/-- A complete orthonormal set of `M` orbitals has the squared norm of the positron
amplitude as its folded weight. -/
theorem filled_bandWeight (f : ZMod M → ℂ) (u : Fin M → ZMod M → ℂ)
    (hu : OrthonormalOrbitals u) : bandWeight f u = ∑ x, ‖f x‖ ^ 2 := by
  let e : Fin M ≃ ZMod M := (Fintype.equivFinOfCardEq (ZMod.card M)).symm
  let V : Matrix (Fin M) (Fin M) ℂ := Matrix.of fun i j => u i (e j)
  have h1 : V * V.conjTranspose = 1 := by
    ext i k
    rw [Matrix.mul_apply, Matrix.one_apply]
    calc _ = ∑ j, (fun x => conj (u k x) * u i x) (e j) :=
          Finset.sum_congr rfl fun j _ => mul_comm (u i (e j)) (conj (u k (e j)))
      _ = ∑ x, conj (u k x) * u i x :=
          Equiv.sum_comp e (fun x => conj (u k x) * u i x)
      _ = _ := by
          rw [hu k i]
          by_cases hik : i = k
          · simp [hik]
          · simp [hik, Ne.symm hik]
  have h2 : V.conjTranspose * V = 1 := mul_eq_one_comm.mp h1
  -- completeness: the filled set has unit density on every site
  have hdens : ∀ x, ∑ i, ‖u i x‖ ^ 2 = 1 := by
    intro x
    have h3 := congrFun (congrFun h2 (e.symm x)) (e.symm x)
    rw [Matrix.mul_apply, Matrix.one_apply_eq] at h3
    apply Complex.ofReal_injective
    rw [Complex.ofReal_sum, Complex.ofReal_one]
    refine Eq.trans (Finset.sum_congr rfl fun i _ => ?_) h3
    rw [norm_sq_coe]
    change _ = conj (u i (e (e.symm x))) * u i (e (e.symm x))
    rw [e.apply_symm_apply, mul_comm]
  unfold bandWeight
  simp_rw [foldedWeight_eq_overlap]
  rw [Finset.sum_comm]
  refine Finset.sum_congr rfl fun x _ => ?_
  rw [← Finset.mul_sum, hdens, mul_one]
```

Any $M$ orthonormal orbitals have total weight $\sum_x|f(x)|^2$, which is 1 for a normalised positron. Number the sites $x_j$ and put the orbitals into the rows of a square matrix, $V_{ij}=u_i(x_j)$. Orthonormality says

$$(VV^\dagger)_{ik}=\sum_j u_i(x_j)\overline{u_k(x_j)}=\delta_{ik}.$$

Hence also $V^\dagger V=1$, whose diagonal entries read $\sum_i|u_i(x_j)|^2=1$. The complete set has unit density on every site, so

$$\sum_i W(u_i)=\sum_x|f(x)|^2\sum_i|u_i(x)|^2=\sum_x|f(x)|^2.$$

The passage from $VV^\dagger=1$ (`h1`) to $V^\dagger V=1$ (`h2`) is the single term `mul_eq_one_comm.mp h1`. The lemma `mul_eq_one_comm` says that $ab=1$ and $ba=1$ are equivalent wherever a one-sided inverse is automatically two-sided, and `.mp` takes the left-to-right direction. Lean knows this property for square matrices over $\mathbb C$. It needs rows and columns to carry the same labels, which is why `e` renumbers the sites by `Fin M`. Physically, the step turns orthonormality into completeness. It fails in infinite dimension, where an infinite orthonormal set can still miss a state.

## Any number of orbitals

```lean
/-- For `1 ≤ n ≤ M`, the folded weight of `n` orthonormal orbitals is independent of their
choice exactly when the set is complete or the positron amplitude has constant modulus. -/
theorem bandWeight_universal_iff (f : ZMod M → ℂ) {n : ℕ} (hn : 0 < n) (hnM : n ≤ M) :
    (∀ u v : Fin n → ZMod M → ℂ, OrthonormalOrbitals u → OrthonormalOrbitals v →
      bandWeight f u = bandWeight f v) ↔ n = M ∨ ∀ x y, ‖f x‖ = ‖f y‖ := by
  constructor
  · intro h
    by_cases hfull : n = M
    · exact Or.inl hfull
    refine Or.inr fun x y => ?_
    by_cases hxy : x = y
    · rw [hxy]
    -- occupy n sites including x but not y, then exchange x for y
    have hsub : ({x} : Finset (ZMod M)) ⊆ Finset.univ.erase y := by
      simp [hxy]
    have hcard : n ≤ (Finset.univ.erase y : Finset (ZMod M)).card := by
      rw [Finset.card_erase_of_mem (Finset.mem_univ y), Finset.card_univ, ZMod.card]
      omega
    obtain ⟨S, hxS, hSy, hS⟩ := Finset.exists_subsuperset_card_eq hsub
      (by rw [Finset.card_singleton]; omega) hcard
    have hx : x ∈ S := hxS (Finset.mem_singleton_self x)
    let e := S.equivFinOfCardEq hS
    have hinj : Function.Injective (fun i => (e.symm i : ZMod M)) :=
      Subtype.val_injective.comp e.symm.injective
    have H := h _ _ (siteOrbitals_orthonormal _ hinj)
      (siteOrbitals_orthonormal (fun i => Equiv.swap x y (e.symm i : ZMod M))
        ((Equiv.swap x y).injective.comp hinj))
    simp only [bandWeight, foldedWeight_site] at H
    have hsum : ∀ g : ZMod M → ℝ, ∑ i, g (e.symm i : ZMod M) = ∑ z ∈ S, g z := by
      intro g
      rw [← Finset.sum_coe_sort S g]
      exact Equiv.sum_comp e.symm (fun z : S => g z)
    have H' : ∑ z ∈ S, ‖f z‖ ^ 2 = ∑ z ∈ S, ‖f (Equiv.swap x y z)‖ ^ 2 :=
      (hsum fun z => ‖f z‖ ^ 2).symm.trans
        (H.trans (hsum fun z => ‖f (Equiv.swap x y z)‖ ^ 2))
    have rest : ∑ z ∈ S.erase x, ‖f (Equiv.swap x y z)‖ ^ 2
        = ∑ z ∈ S.erase x, ‖f z‖ ^ 2 := by
      refine Finset.sum_congr rfl fun z hz => ?_
      rw [Equiv.swap_apply_of_ne_of_ne (Finset.ne_of_mem_erase hz)
        (Finset.ne_of_mem_erase (hSy (Finset.mem_of_mem_erase hz)))]
    rw [← Finset.add_sum_erase S (fun z => ‖f z‖ ^ 2) hx,
      ← Finset.add_sum_erase S (fun z => ‖f (Equiv.swap x y z)‖ ^ 2) hx, rest] at H'
    simp only [Equiv.swap_apply_left] at H'
    exact (sq_eq_sq₀ (norm_nonneg _) (norm_nonneg _)).mp (add_right_cancel H')
  · rintro (rfl | hf) u v hu hv
    · rw [filled_bandWeight f u hu, filled_bandWeight f v hv]
    · have hunit : ∀ w : Fin n → ZMod M → ℂ, OrthonormalOrbitals w →
          ∀ i, ∑ x, ‖w i x‖ ^ 2 = 1 := by
        intro w hw i
        have hi := hw i i
        rw [if_pos rfl] at hi
        apply Complex.ofReal_injective
        rw [Complex.ofReal_sum, Complex.ofReal_one]
        refine Eq.trans (Finset.sum_congr rfl fun x _ => ?_) hi
        rw [norm_sq_coe, mul_comm]
      refine Finset.sum_congr rfl fun i _ => ?_
      rw [foldedWeight_uniform hf (hunit u hu i), foldedWeight_uniform hf (hunit v hv i)]

end

end PositronZoneFolding
```

The left side of the equivalence says that any two orthonormal sets of $n$ orbitals have the same weight for the given $f$. The right side says that the set is complete or $|f|$ is constant. The bound `0 < n` excludes the empty set, whose weight is 0 whatever $f$ is.

Suppose the weight is independent of the choice and $n<M$. Take two different sites $x$ and $y$, and a set $S$ of $n$ sites that contains $x$ but not $y$. Occupy the sites of $S$, then move the orbital on $x$ to $y$. The two weights are equal:

$$|f(x)|^2+\sum_{z\in S\setminus\{x\}}|f(z)|^2=|f(y)|^2+\sum_{z\in S\setminus\{x\}}|f(z)|^2.$$

So $|f(x)|=|f(y)|$. In Lean, `Finset.exists_subsuperset_card_eq` supplies $S$, `Equiv.swap x y` makes the exchange, and `rest` shows that the other sites are unaffected.

Conversely, a complete set has the weight found above. If instead $|f|$ is constant, each orbital contributes $|f(0)|^2$ and the total is $n|f(0)|^2$, or $n/M$ for a normalised positron.

"Complete" means all $M$ states of the grid, not the filled valence bands of an insulator, which are normally far fewer. For such a partial set and a non-uniform positron, the theorem says that some two choices of orbitals differ in weight; it does not say that the weight must vary with $q$ in a given crystal. The product form $f\,u$ of the amplitude is itself an approximation: it neglects the correlation between the positron and the electrons it attracts. A measured spectrum is also affected by the positron's thermal motion and the finite resolution, which the model leaves out.

```lean
#print axioms PositronZoneFolding.foldedWeight_uniform
-- 'PositronZoneFolding.foldedWeight_uniform' depends on axioms: [propext, Classical.choice, Quot.sound]
#print axioms PositronZoneFolding.single_orbital_iff
-- 'PositronZoneFolding.single_orbital_iff' depends on axioms: [propext, Classical.choice, Quot.sound]
#print axioms PositronZoneFolding.bandWeight_universal_iff
-- 'PositronZoneFolding.bandWeight_universal_iff' depends on axioms: [propext, Classical.choice, Quot.sound]
```

## The folded sum in a plane-wave calculation

In an independent-particle calculation on a real-space grid, the periodic parts of the positron and of one band are multiplied point by point and Fourier transformed. If the grid is fine enough and holds the true orbitals, the squared moduli give the annihilation probabilities at $q+G$, up to a common factor. Many plane-wave codes store smooth pseudo-orbitals instead, which differ from the true ones near the nuclei, so the probabilities are then approximate unless this is corrected. The ring above has one dimension, but the same Parseval argument holds on a three-dimensional grid: with the unitary transform, adding the squared moduli over all $G$ of the grid gives the same number as summing the product of the two densities over the grid points of the cell.

Two grid points show the effect. Let the normalised positron have densities 0.9 and 0.1. An electron on the first point has folded weight 0.9, one on the second has 0.1, and one spread evenly over both has 0.5. Each of these is a single occupied band, yet the folded weights differ by up to a factor of nine. With both bands occupied the total is 1, whichever orthonormal pair is used.
